# A nonzero real antisymmetric matrix rotates some plane at a rate equal to its operator norm, and none faster

Q: Each iteration of my orbital optimiser proposes a real antisymmetric matrix \(K\), and the orbitals are then rotated by \(\exp(K)\). Before exponentiating, I compute the largest singular value \(\theta\) of \(K\) and scale \(K\) down if \(\theta\) exceeds a chosen angle. I read \(\theta\) as the angle through which the fastest pair of orbitals turns. But a norm is only an upper bound on stretching. Does a theorem about norms really give me a pair of orbitals?

A: It does, for real orbitals expanded in a finite orthonormal basis. If \(K\neq 0\), there are orthonormal real vectors \(u,v\) with
\[
Ku=\theta v,\qquad Kv=-\theta u ,
\]
and \(\exp(tK)\) carries \(u\) to \(\cos(\theta t)\,u+\sin(\theta t)\,v\). Your step is \(t=1\), so \(u\) turns by \(\theta\) towards \(v\).

Q: Show me one with numbers.

A: Take
\[
K=\begin{pmatrix}0&-0.2&0.2\\0.2&0&-0.1\\-0.2&0.1&0\end{pmatrix},\quad
u=\tfrac13\begin{pmatrix}2\\1\\-2\end{pmatrix},\quad
v=\tfrac13\begin{pmatrix}-2\\2\\-1\end{pmatrix}.
\]
Multiplying out gives \(Ku=(-0.2,\,0.2,\,-0.1)^T=0.3\,v\) and \(Kv=(-0.2,\,-0.1,\,0.2)^T=-0.3\,u\). The remaining orthonormal direction, \((1,2,2)^T/3\), is sent to zero, so \(\theta=0.3\). The largest entry of \(K\) is only 0.2. A cap of 0.2 applied to the entries would let this step through, while a cap of 0.2 on \(\theta\) would multiply \(K\) by \(2/3\).

Q: And in code?

A: In NumPy, `numpy.linalg.norm(K, 2)` returns \(\theta\); without the argument 2 you get the Frobenius norm, which is larger here. If you also want the plane, take a normalised eigenvector \(u\) of \(-K^2\) for its largest eigenvalue \(\theta^2\), and set \(v=Ku/\theta\).

Q: Now the formal version. Which norm does it use, and what is an orbital there?

A: The opening lines settle the norm. Opening the scope `Matrix.Norms.L2Operator` makes `‖K‖` the operator norm induced by Euclidean length, which is your largest singular value. The type `n` is a finite set of labels for the basis orbitals.

In Lean 4 with Mathlib:

```lean
import Mathlib

open Matrix
open scoped Matrix.Norms.L2Operator

namespace FastestOrbitalPlane

variable {n : Type*} [Fintype n] [DecidableEq n]
```

An orbital is a coefficient vector `n → ℝ`, `K *ᵥ x` is the matrix acting on it, and `⬝ᵥ` is the ordinary dot product. The plane you care about is a definition with five conditions.

```lean
/-- The orbitals `u`, `v` are orthonormal, and `K` generates a rotation of the plane they span, with
signed frequency `ω`: `K u = ω v` and `K v = -ω u`. -/
structure IsRotationPlane (K : Matrix n n ℝ) (ω : ℝ) (u v : n → ℝ) : Prop where
  norm_u : u ⬝ᵥ u = 1
  norm_v : v ⬝ᵥ v = 1
  orth : u ⬝ᵥ v = 0
  map_u : K *ᵥ u = ω • v
  map_v : K *ᵥ v = -(ω • u)
```

The first three say that \(u\cdot u=1\), \(v\cdot v=1\) and \(u\cdot v=0\). The last two are the equations of motion at frequency \(\omega\).

Q: The plain dot product worries me. My atomic orbitals overlap.

A: Then the vectors have to be read as coefficients in the current molecular orbitals, or in any other orthonormal set. With a non-trivial overlap matrix the plain dot product is the wrong inner product, and the theorem does not address that case. Nor does it treat complex anti-Hermitian generators. Also, \(u\) and \(v\) are in general mixtures of your current orbitals, not two members of the list.

Q: Fine. Start the derivation. Where does the norm enter?

A: As a speed limit. Under \(\exp(tK)\) an orbital \(x\) starts to move with velocity \(Kx\), and by the definition of the operator norm
\[
|Kx|^2\le\theta^2|x|^2 .
\]
Mathlib states this bound for its Euclidean space type, so a short lemma first identifies the squared length there with \(x\cdot x\).

```lean
omit [DecidableEq n] in
/-- The squared Euclidean length of a coefficient vector is its dot product with itself. -/
lemma norm_sq_eq_dot (x : n → ℝ) : ‖WithLp.toLp 2 x‖ ^ 2 = x ⬝ᵥ x := by
  rw [EuclideanSpace.norm_sq_eq]
  simp [dotProduct, sq]
```

The speed limit then follows by squaring Mathlib's inequality `Matrix.l2_opNorm_mulVec`.

```lean
/-- The squared speed `|K x|²` of an orbital `x` is at most `‖K‖² |x|²`. -/
theorem speed_le (K : Matrix n n ℝ) (x : n → ℝ) :
    (K *ᵥ x) ⬝ᵥ (K *ᵥ x) ≤ ‖K‖ ^ 2 * (x ⬝ᵥ x) := by
  rw [← norm_sq_eq_dot, ← norm_sq_eq_dot, ← mul_pow]
  exact pow_le_pow_left₀ (norm_nonneg _) (Matrix.l2_opNorm_mulVec K (WithLp.toLp 2 x)) 2
```

Q: That is the upper bound I was complaining about. Who says it is reached?

A: Compactness. The function \(|Kx|\) is continuous on the unit sphere, which is compact in finite dimension, so it has a maximum \(M=|Ku|\) at some unit vector \(u\). For any \(x\neq0\),
\[
|Kx|=|x|\,\left|K\frac{x}{|x|}\right|\le M|x| ,
\]
and this holds trivially for \(x=0\). Hence \(\theta\le M\). The speed limit at \(u\) gives \(M\le\theta\), so \(|Ku|=\theta\).

```lean
/-- If there is at least one basis orbital, some normalised `u` has `|K u|² = ‖K‖²`. -/
theorem exists_fastest_orbital [Nonempty n] (K : Matrix n n ℝ) :
    ∃ u : n → ℝ, u ⬝ᵥ u = 1 ∧ (K *ᵥ u) ⬝ᵥ (K *ᵥ u) = ‖K‖ ^ 2 := by
  let T := Matrix.toEuclideanCLM (n := n) (𝕜 := ℝ) K
  have hT : ‖K‖ = ‖T‖ := rfl
  obtain ⟨i⟩ := ‹Nonempty n›
  have hne : (Metric.sphere (0 : EuclideanSpace ℝ n) 1).Nonempty :=
    ⟨EuclideanSpace.single i 1, by simp⟩
  -- the speed is continuous on the compact unit sphere
  obtain ⟨u, hu, hmax⟩ := (isCompact_sphere (0 : EuclideanSpace ℝ n) 1).exists_isMaxOn hne
    (T.continuous.norm.continuousOn)
  have hu1 : ‖u‖ = 1 := by simpa using hu
  have hle : ‖T‖ ≤ ‖T u‖ := by
    refine T.opNorm_le_bound (norm_nonneg _) fun x => ?_
    by_cases hx : x = 0
    · simp [hx]
    have hpos : 0 < ‖x‖ := norm_pos_iff.mpr hx
    have hmem : ‖x‖⁻¹ • x ∈ Metric.sphere (0 : EuclideanSpace ℝ n) 1 := by
      rw [mem_sphere_zero_iff_norm, norm_smul, norm_inv, norm_norm]
      exact inv_mul_cancel₀ hpos.ne'
    have h : ‖T (‖x‖⁻¹ • x)‖ ≤ ‖T u‖ := hmax hmem
    rw [map_smul, norm_smul, norm_inv, norm_norm, inv_mul_le_iff₀ hpos] at h
    linarith [mul_comm ‖x‖ ‖T u‖]
  have hge : ‖T u‖ ≤ ‖T‖ := by simpa [hu1] using T.le_opNorm u
  refine ⟨u.ofLp, ?_, ?_⟩
  · rw [← norm_sq_eq_dot]
    change ‖u‖ ^ 2 = 1
    rw [hu1, one_pow]
  · rw [← norm_sq_eq_dot, hT]
    change ‖T u‖ ^ 2 = ‖T‖ ^ 2
    rw [le_antisymm hge hle]
```

In the code, `T` is \(K\) viewed as a continuous linear map. The inequality `hle` is the rescaling argument, `hge` is the speed limit at \(u\), and `le_antisymm` joins them. Antisymmetry has not been used yet: every real square matrix of size at least one has such a fastest vector.

Q: So a symmetric matrix has one too, and it may only stretch. Where does rotation come from?

A: From the sign that appears when \(K\) is moved across the dot product:
\[
x\cdot Ky=(K^Tx)\cdot y=-(Kx)\cdot y .
\]

```lean
omit [DecidableEq n] in
/-- An antisymmetric generator changes sign when moved across the dot product. -/
lemma dot_skew {K : Matrix n n ℝ} (hK : Kᵀ = -K) (x y : n → ℝ) :
    x ⬝ᵥ (K *ᵥ y) = -((K *ᵥ x) ⬝ᵥ y) := by
  rw [Matrix.dotProduct_mulVec, ← Matrix.mulVec_transpose, hK, Matrix.neg_mulVec,
    neg_dotProduct]
```

Now use the fastest \(u\). Taking \(x=u\) and \(y=Ku\),
\[
u\cdot K^2u=-(Ku)\cdot(Ku)=-\theta^2 .
\]
The speed limit applied to the vector \(Ku\) gives \(|K^2u|^2\le\theta^2|Ku|^2=\theta^4\). Therefore
\[
|K^2u+\theta^2u|^2=|K^2u|^2+2\theta^2\,u\cdot K^2u+\theta^4
\le\theta^4-2\theta^4+\theta^4=0 .
\]
A squared length cannot be negative, so \(K^2u=-\theta^2u\).

Since \(K\neq0\), we have \(\theta>0\) and may set \(v=Ku/\theta\). Then:

- \(v\cdot v=|Ku|^2/\theta^2=1\);
- \(u\cdot Ku=-(Ku)\cdot u=-u\cdot Ku\), so \(u\cdot Ku=0\) and \(u\cdot v=0\);
- \(Ku=\theta v\) by construction;
- \(Kv=K^2u/\theta=-\theta u\).

```lean
/-- A nonzero real antisymmetric generator `K` has orthonormal real orbitals `u`, `v` with
`K u = ‖K‖ v` and `K v = -‖K‖ u`, where `‖K‖` is the Euclidean operator norm. -/
theorem exists_fastest_plane {K : Matrix n n ℝ} (hK : Kᵀ = -K) (h0 : K ≠ 0) :
    ∃ u v : n → ℝ, IsRotationPlane K ‖K‖ u v := by
  have hn : Nonempty n := by
    by_contra h
    rw [not_nonempty_iff] at h
    exact h0 (Matrix.ext fun i => isEmptyElim i)
  obtain ⟨u, hu, hKK⟩ := exists_fastest_orbital K
  have hpos : 0 < ‖K‖ := norm_pos_iff.mpr h0
  -- equality in the speed bound forces `K² u = -‖K‖² u`
  have hsq : K *ᵥ (K *ᵥ u) + ‖K‖ ^ 2 • u = 0 := by
    have h1 : u ⬝ᵥ (K *ᵥ (K *ᵥ u)) = -‖K‖ ^ 2 := by rw [dot_skew hK, hKK]
    have h2 : (K *ᵥ (K *ᵥ u)) ⬝ᵥ u = -‖K‖ ^ 2 := by rw [dotProduct_comm, h1]
    have h3 := speed_le K (K *ᵥ u)
    rw [hKK] at h3
    apply dotProduct_self_eq_zero.mp
    apply le_antisymm
    · simp only [add_dotProduct, dotProduct_add, smul_dotProduct, dotProduct_smul,
        smul_eq_mul, h1, h2, hu]
      nlinarith [h3]
    · exact Finset.sum_nonneg fun i _ => mul_self_nonneg _
  have horth : u ⬝ᵥ (K *ᵥ u) = 0 := by
    have h := dot_skew hK u u
    rw [dotProduct_comm (K *ᵥ u) u] at h
    linarith
  refine ⟨u, ‖K‖⁻¹ • (K *ᵥ u), hu, ?_, ?_, ?_, ?_⟩
  · rw [smul_dotProduct, dotProduct_smul, hKK, smul_eq_mul, smul_eq_mul]
    field_simp
  · rw [dotProduct_smul, horth, smul_zero]
  · rw [smul_smul, mul_inv_cancel₀ hpos.ne', one_smul]
  · rw [Matrix.mulVec_smul, eq_neg_of_add_eq_zero_left hsq, smul_neg, smul_smul]
    congr 2
    field_simp
```

Q: Read me the statement before the proof.

A: The hypothesis `hK` says \(K^T=-K\), and `h0` says that \(K\) is not the zero matrix. The conclusion is that some \(u\) and \(v\) satisfy all five conditions with \(\omega\) equal to `‖K‖`. The smallest possible size is two, because a \(1\times1\) antisymmetric matrix is zero.

In the proof, `hsq` is the equation \(K^2u+\theta^2u=0\). Its facts `h1` and `h2` are the dot product \(u\cdot K^2u\) in its two orders, and `h3` is the speed limit for \(Ku\). After `simp only` has expanded the square, `nlinarith` finishes the estimate. The fact `horth` is the orthogonality, and the final bullets check the remaining conditions for \(v=Ku/\theta\).

Q: Is this the full decomposition of \(K\) into two-dimensional rotation blocks?

A: No, it supplies one block, the fastest. It does not say that the plane is unique either, and in four dimensions two perpendicular planes can turn at the same rate.

Q: You say "fastest". So far I have seen a plane that turns at \(\theta\), not that every other one is slower or equal.

A: That is the next theorem. If \(u,v\) is any rotation plane with frequency \(\omega\), the speed limit at \(u\) gives
\[
\omega^2=|\omega v|^2=|Ku|^2\le\theta^2|u|^2=\theta^2 ,
\]
so \(\omega\le|\omega|\le\theta\).

```lean
/-- For a nonzero real antisymmetric generator, the Euclidean operator norm is the greatest
frequency among all its rotation planes. -/
theorem norm_isGreatest_frequency {K : Matrix n n ℝ} (hK : Kᵀ = -K) (h0 : K ≠ 0) :
    IsGreatest {ω : ℝ | ∃ u v : n → ℝ, IsRotationPlane K ω u v} ‖K‖ := by
  refine ⟨exists_fastest_plane hK h0, ?_⟩
  rintro ω ⟨u, v, h⟩
  have hs := speed_le K u
  rw [h.map_u, smul_dotProduct, dotProduct_smul, h.norm_u, h.norm_v, smul_eq_mul,
    smul_eq_mul] at hs
  exact (le_abs_self ω).trans (abs_le_of_sq_le_sq (by linarith) (norm_nonneg K))
```

`IsGreatest` has two parts: \(\theta\) belongs to the set of frequencies, which is the previous theorem, and no member of the set exceeds it. Here `hs` is the displayed inequality, and `abs_le_of_sq_le_sq` takes its square root.

Q: The set allows negative \(\omega\). Could a plane turn quickly in the other direction and escape the bound?

A: No. Replacing \(v\) by \(-v\) turns a plane of frequency \(\omega\) into one of frequency \(-\omega\), so the bound applies to both signs. For the same reason, a program that rotates by \(\exp(-K)\) has the same greatest frequency.

Q: All of this concerns the generator. My orbitals undergo the finite rotation.

A: For that we undo the expected motion and check that nothing is left over. The derivative needed is
\[
\frac{d}{dt}\,e^{-tK}x=-e^{-tK}Kx .
\]

```lean
/-- The derivative of `exp(-tK) x` with respect to `t` is `-exp(-tK) K x`. -/
lemma hasDerivAt_exp_mulVec (K : Matrix n n ℝ) (x : n → ℝ) (t : ℝ) :
    HasDerivAt (fun s : ℝ => NormedSpace.exp (s • (-K)) *ᵥ x)
      (-(NormedSpace.exp (t • (-K)) *ᵥ (K *ᵥ x))) t := by
  have : CompleteSpace (Matrix n n ℝ) := FiniteDimensional.complete ℝ _
  let L : Matrix n n ℝ →ₗ[ℝ] (n → ℝ) :=
    { toFun := fun M => M *ᵥ x
      map_add' := fun A B => Matrix.add_mulVec A B x
      map_smul' := fun c A => Matrix.smul_mulVec c A x }
  have h := (LinearMap.toContinuousLinearMap L).hasFDerivAt.comp_hasDerivAt t
    (hasDerivAt_exp_smul_const (-K) t)
  refine HasDerivAt.congr_deriv h ?_
  change (NormedSpace.exp (t • (-K)) * (-K)) *ᵥ x = _
  rw [← Matrix.mulVec_mulVec, Matrix.neg_mulVec, Matrix.mulVec_neg]
```

The lemma takes Mathlib's derivative of the matrix exponential and composes it with the linear map `L`, which sends a matrix \(M\) to \(Mx\).

Now let \(u,v\) be a rotation plane with frequency \(\omega\), and define
\[
g(s)=e^{-sK}\bigl(\cos(\omega s)\,u+\sin(\omega s)\,v\bigr).
\]
The product rule, with \(Ku=\omega v\) and \(Kv=-\omega u\), gives
\[
\begin{aligned}
g'(s)=e^{-sK}\bigl(&-\omega\cos(\omega s)\,v+\omega\sin(\omega s)\,u\\
&-\omega\sin(\omega s)\,u+\omega\cos(\omega s)\,v\bigr)=0 .
\end{aligned}
\]
So \(g(t)=g(0)=u\). Multiplying by \(e^{tK}\), and using \(e^{tK}e^{-tK}=1\), yields
\[
e^{tK}u=\cos(\omega t)\,u+\sin(\omega t)\,v .
\]

```lean
/-- If `u`, `v` form a rotation plane of `K` with frequency `ω`, then `exp(tK)` carries `u` to
`cos(ωt) u + sin(ωt) v`. -/
theorem exp_rotates {K : Matrix n n ℝ} {ω : ℝ} {u v : n → ℝ}
    (h : IsRotationPlane K ω u v) (t : ℝ) :
    NormedSpace.exp (t • K) *ᵥ u = Real.cos (ω * t) • u + Real.sin (ω * t) • v := by
  let g : ℝ → n → ℝ := fun s =>
    Real.cos (ω * s) • (NormedSpace.exp (s • (-K)) *ᵥ u) +
      Real.sin (ω * s) • (NormedSpace.exp (s • (-K)) *ᵥ v)
  -- undoing the rotation gives a vector that does not depend on time
  have hg : ∀ s, HasDerivAt g 0 s := by
    intro s
    have hl : HasDerivAt (fun r : ℝ => ω * r) ω s := by
      simpa using (hasDerivAt_id s).const_mul ω
    have hd := (hl.cos.smul (hasDerivAt_exp_mulVec K u s)).add
      (hl.sin.smul (hasDerivAt_exp_mulVec K v s))
    refine HasDerivAt.congr_deriv hd ?_
    rw [h.map_u, h.map_v, Matrix.mulVec_neg, Matrix.mulVec_smul, Matrix.mulVec_smul]
    module
  have hc : g t = g 0 := is_const_of_deriv_eq_zero
    (fun s => (hg s).differentiableAt) (fun s => (hg s).deriv) t 0
  have hg0 : g 0 = u := by simp [g, NormedSpace.exp_zero]
  have hgt : g t = NormedSpace.exp (t • (-K)) *ᵥ
      (Real.cos (ω * t) • u + Real.sin (ω * t) • v) := by
    simp only [g, Matrix.mulVec_add, Matrix.mulVec_smul]
  have hinv : NormedSpace.exp (t • K) * NormedSpace.exp (t • (-K)) = 1 := by
    rw [← Matrix.exp_add_of_commute _ _
      (((Commute.refl K).neg_right.smul_right t).smul_left t), ← smul_add,
      add_neg_cancel, smul_zero, NormedSpace.exp_zero]
  rw [← hg0, ← hc, hgt, Matrix.mulVec_mulVec, hinv, Matrix.one_mulVec, ← hgt, hc, hg0]

end FastestOrbitalPlane
```

In the code, `hg` is the vanishing derivative, and the tactic `module` cancels the four terms. The fact `hc` says that \(g\) is constant, and `hinv` is the inverse relation between the two exponentials.

Q: The theorem mentions only \(u\). What happens to \(v\)?

A: Apply it to the pair \(v,-u\), which satisfies the same five conditions with the same \(\omega\). The result is \(e^{tK}v=\cos(\omega t)\,v-\sin(\omega t)\,u\), so both orbitals turn through the same angle \(\omega t\) within their plane.

Q: Then for my step, \(\omega=\theta\) and \(t=1\), and the cap on \(\theta\) limits a real rotation angle.

A: Yes. As long as \(\theta\le\pi\), it is the ordinary angle between the vector \(u\) and its image. The overall sign of an orbital has no physical meaning, though, so as an orbital \(u\) is farthest from its starting point at \(\theta=\pi/2\) and is back there at \(\theta=\pi\), where the vector has become \(-u\). What the cap should be is a separate matter, because nothing here involves the energy: a small \(\theta\) guarantees neither a lower energy nor convergence of the SCF iterations.

```lean
#print axioms FastestOrbitalPlane.norm_isGreatest_frequency
#print axioms FastestOrbitalPlane.exp_rotates
```

```
'FastestOrbitalPlane.norm_isGreatest_frequency' depends on axioms: [propext, Classical.choice, Quot.sound]
'FastestOrbitalPlane.exp_rotates' depends on axioms: [propext, Classical.choice, Quot.sound]
```
